# Voltage probes with nonnegative transmissions have unique zero-current potentials exactly when every probe is reached from a lead

A voltage probe may exchange electrons with the leads directly or only through other probes, so one must choose what counts as being connected to a lead. Here a chain of positive transmissions is enough. Direct coupling of every probe to at least one of two leads is then a special case.

## Currents at the probes

Let \(p,q\) label finitely many probes with voltages \(V_p\), and let \(a\) label finitely many leads with fixed voltages \(U_a\). Let \(T_{pq}\ge 0\) be the transmission into probe \(p\) from probe \(q\), and \(t_{pa}\ge 0\) that into \(p\) from lead \(a\). In units of the conductance quantum, the linear-response current from probe \(p\) into the conductor is

\[
I_p=\sum_q T_{pq}(V_p-V_q)+\sum_a t_{pa}(V_p-U_a).
\]

An ideal voltmeter draws no net current, hence the condition \(I_p=0\) at every probe. Probe \(p\) is *anchored* if there are probes \(p=x_0,x_1,\dots,x_n=q\) with every \(T_{x_i x_{i+1}}>0\), and a lead \(a\) with \(t_{qa}>0\). The case \(n=0\) is direct coupling.

In such models of non-interacting electrons with fixed transmissions, anchoring decides whether the linear system for the probe voltages is nonsingular.

## Potentials stay between the lead voltages

Let every probe be anchored, \(U_a\le c\) for all \(a\), and \(I_p\le 0\) for all \(p\). Suppose some probe lies above \(c\), and let \(m\) be a probe of highest potential, so \(V_m>c\).

At any probe \(x\) with \(V_x=V_m\), every term of \(I_x\) is nonnegative. Since \(I_x\le0\), every term vanishes. Thus \(T_{xy}>0\) forces \(V_y=V_m\), and \(t_{xa}>0\) is impossible because \(V_x>U_a\). Following the chain from \(m\) carries the value \(V_m\) to a probe with positive transmission from a lead, a contradiction. Hence \(V_p\le c\) for all \(p\).

For zero currents, reversing the sign of all voltages gives the lower bound.

## Unique potentials and anchoring

Write \(I=GV+J\), where \(G\) is the response with grounded leads and \(J_p=-\sum_a t_{pa}U_a\).

If every probe is anchored and \(GV=0\), the bounds with \(U=0\) give \(V=0\). So \(G\) is injective and, being square, surjective. Therefore \(GV=-J\) has exactly one solution.

Conversely, let \(V_0\) be the only solution. If \(GW=0\), then \(V_0+W\) is also a solution, so \(W=0\). Again \(G\) is surjective, and some \(V\) gives \(GV=(1,\dots,1)\). If unanchored probes exist, let \(x\) be the lowest in potential among them. It has \(t_{xa}=0\) for all \(a\), and \(T_{xq}>0\) only for unanchored \(q\), where \(V_q\ge V_x\). So its current is at most zero, not one.

## The direction of the chain

When \(T\) is not symmetric, the chain is easily read backwards. Take two probes with \(T_{12}>0\), \(T_{21}=0\), probe 1 coupled to a lead and probe 2 not. No transmission enters probe 2, so the formula gives \(I_2=0\) for all voltages and \(V_2\) is undetermined. The theorem admits these numbers, since it assumes only nonnegativity, but a unitary conductor does not. There the total transmission into each probe equals the total out of it, a balance on which the formula for \(I_p\) itself rests. With this balance, a group of probes receives nothing from outside exactly when it sends nothing out, so a probe is reached from a lead exactly when it can itself reach a lead.

## The statement in Lean

The types `ι` and `κ` label probes and leads, `probeCurrent` is \(I_p\), and `conductance` is \(G\). `Anchored` expresses the chain by `Relation.ReflTransGen`, which allows zero steps.

`existsUnique_iff_anchored` gives the equivalence for any lead voltages `U`, and `voltage_between` gives the bounds. `two_lead_probes` treats leads at `VR ≤ VL` with `0 < tL p + tR p` at each probe. The transmissions are given real numbers, independent of voltage and not derived from a scattering matrix.

```lean
import Mathlib

open Finset

namespace VoltageProbes

noncomputable section

variable {ι κ : Type*} [Fintype ι] [Fintype κ]

/-- The current at probe `p`, in units of the conductance quantum, for probe-probe transmissions
`T`, probe-lead transmissions `t`, lead voltages `U` and probe voltages `V`. -/
def probeCurrent (T : ι → ι → ℝ) (t : ι → κ → ℝ) (U : κ → ℝ) (V : ι → ℝ) (p : ι) : ℝ :=
  ∑ q, T p q * (V p - V q) + ∑ a, t p a * (V p - U a)

/-- A probe is anchored if a chain of positive transmissions, possibly through other probes, runs
into it from some lead. Here `T x y` and `t x a` are the transmissions into probe `x` from probe `y`
and from lead `a`. -/
def Anchored (T : ι → ι → ℝ) (t : ι → κ → ℝ) (p : ι) : Prop :=
  ∃ q a, Relation.ReflTransGen (fun x y => 0 < T x y) p q ∧ 0 < t q a

/-- Superposition: the current for a difference of voltage settings is the difference of the
currents. -/
theorem probeCurrent_sub (T : ι → ι → ℝ) (t : ι → κ → ℝ) (U U' : κ → ℝ) (V V' : ι → ℝ) (p : ι) :
    probeCurrent T t (U - U') (V - V') p = probeCurrent T t U V p - probeCurrent T t U' V' p := by
  have e1 : ∑ q, T p q * ((V p - V' p) - (V q - V' q))
      = ∑ q, T p q * (V p - V q) - ∑ q, T p q * (V' p - V' q) := by
    rw [← Finset.sum_sub_distrib]
    exact Finset.sum_congr rfl fun q _ => by ring
  have e2 : ∑ a, t p a * ((V p - V' p) - (U a - U' a))
      = ∑ a, t p a * (V p - U a) - ∑ a, t p a * (V' p - U' a) := by
    rw [← Finset.sum_sub_distrib]
    exact Finset.sum_congr rfl fun a _ => by ring
  simp only [probeCurrent, Pi.sub_apply]
  rw [e1, e2]
  ring

/-- The linear map from probe voltages to probe currents when all leads are grounded. -/
def conductance (T : ι → ι → ℝ) (t : ι → κ → ℝ) : (ι → ℝ) →ₗ[ℝ] (ι → ℝ) where
  toFun V := probeCurrent T t 0 V
  map_add' V W := by
    funext p
    have h := probeCurrent_sub T t 0 0 (V + W) W p
    rw [sub_self, add_sub_cancel_right] at h
    change probeCurrent T t 0 (V + W) p = probeCurrent T t 0 V p + probeCurrent T t 0 W p
    linarith
  map_smul' c V := by
    funext p
    change probeCurrent T t 0 (c • V) p = c * probeCurrent T t 0 V p
    simp only [probeCurrent, Pi.smul_apply, smul_eq_mul, Pi.zero_apply, mul_add, Finset.mul_sum]
    congr 1 <;> exact Finset.sum_congr rfl fun _ _ => by ring

/-- The probe current is the response to the probe voltages with grounded leads plus the current
driven by the leads with grounded probes. -/
theorem probeCurrent_eq (T : ι → ι → ℝ) (t : ι → κ → ℝ) (U : κ → ℝ) (V : ι → ℝ) (p : ι) :
    probeCurrent T t U V p = conductance T t V p + probeCurrent T t U 0 p := by
  have h := probeCurrent_sub T t U U V 0 p
  rw [sub_self, sub_zero] at h
  change _ = probeCurrent T t 0 V p + _
  linarith

variable {T : ι → ι → ℝ} {t : ι → κ → ℝ} {U : κ → ℝ} {V : ι → ℝ}

/-- Maximum principle: with nonnegative transmissions and every probe anchored, if no probe
current is positive, then no probe potential exceeds an upper bound of the lead voltages. -/
theorem voltage_le (hT : ∀ p q, 0 ≤ T p q) (ht : ∀ p a, 0 ≤ t p a) (hA : ∀ p, Anchored T t p)
    {c : ℝ} (hU : ∀ a, U a ≤ c) (hI : ∀ p, probeCurrent T t U V p ≤ 0) (p : ι) : V p ≤ c := by
  by_contra hp
  have : Nonempty ι := ⟨p⟩
  obtain ⟨m, hm⟩ := Finite.exists_max V
  have hc : c < V m := lt_of_lt_of_le (not_le.mp hp) (hm p)
  -- At a probe of highest potential every term of the current is nonnegative, hence none is positive.
  have key : ∀ x, V x = V m → (∀ y, 0 < T x y → V y = V m) ∧ ∀ a, ¬ 0 < t x a := by
    intro x hx
    have h1 : ∀ y ∈ univ, 0 ≤ T x y * (V x - V y) := fun y _ =>
      mul_nonneg (hT x y) (by linarith [hm y])
    have h2 : ∀ a ∈ univ, 0 ≤ t x a * (V x - U a) := fun a _ =>
      mul_nonneg (ht x a) (by linarith [hU a])
    have s1 := Finset.sum_nonneg h1
    have s2 := Finset.sum_nonneg h2
    have hx0 := hI x
    rw [probeCurrent] at hx0
    constructor
    · intro y hy
      have hle := Finset.single_le_sum h1 (mem_univ y)
      by_contra hne
      have hlt : V y < V m := lt_of_le_of_ne (hm y) hne
      have hpos : 0 < T x y * (V x - V y) := mul_pos hy (by linarith)
      linarith
    · intro a ha
      have hle := Finset.single_le_sum h2 (mem_univ a)
      have hpos : 0 < t x a * (V x - U a) := mul_pos ha (by linarith [hU a])
      linarith
  -- The highest potential spreads along the chain until it meets a lead.
  have reach : ∀ q, Relation.ReflTransGen (fun x y => 0 < T x y) m q → V q = V m := by
    intro q hq
    induction hq with
    | refl => rfl
    | tail _ hxy ih => exact (key _ ih).1 _ hxy
  obtain ⟨q, a, hq, ha⟩ := hA m
  exact (key q (reach q hq)).2 a ha

/-- With nonnegative transmissions and every probe anchored, zero probe currents confine every
probe potential between any lower and upper bounds of the lead voltages. -/
theorem voltage_between (hT : ∀ p q, 0 ≤ T p q) (ht : ∀ p a, 0 ≤ t p a)
    (hA : ∀ p, Anchored T t p) {lo hi : ℝ} (hU : ∀ a, lo ≤ U a ∧ U a ≤ hi)
    (hI : ∀ p, probeCurrent T t U V p = 0) (p : ι) : lo ≤ V p ∧ V p ≤ hi := by
  refine ⟨?_, voltage_le hT ht hA (fun a => (hU a).2) (fun p => (hI p).le) p⟩
  -- The lower bound is the upper bound for reversed voltages.
  have h0 : ∀ p, probeCurrent T t (0 - U) (0 - V) p ≤ 0 := by
    intro p
    rw [probeCurrent_sub, hI p]
    simp [probeCurrent]
  have hU' : ∀ a, (0 - U) a ≤ -lo := by
    intro a
    change 0 - U a ≤ -lo
    linarith [(hU a).1]
  have h : 0 - V p ≤ -lo := voltage_le hT ht hA hU' h0 p
  linarith

/-- For nonnegative transmissions, the zero-current equations determine the probe voltages
uniquely if and only if every probe is anchored. -/
theorem existsUnique_iff_anchored (hT : ∀ p q, 0 ≤ T p q) (ht : ∀ p a, 0 ≤ t p a) (U : κ → ℝ) :
    (∃! V : ι → ℝ, ∀ p, probeCurrent T t U V p = 0) ↔ ∀ p, Anchored T t p := by
  constructor
  · rintro ⟨V₀, h₀, huniq⟩ p₀
    by_contra hp
    have hinj : Function.Injective (conductance T t) := by
      rw [injective_iff_map_eq_zero]
      intro W hW
      have h1 : V₀ + W = V₀ := huniq _ (fun p => by
        rw [probeCurrent_eq, map_add, hW, add_zero, ← probeCurrent_eq]
        exact h₀ p)
      simpa using h1
    -- Unit current through every probe fails at the lowest unanchored probe.
    obtain ⟨V, hV⟩ := LinearMap.injective_iff_surjective.mp hinj (fun _ => 1)
    obtain ⟨x, hx, hmin⟩ := Set.exists_min_image {x | ¬ Anchored T t x} V (Set.toFinite _) ⟨p₀, hp⟩
    have h1 : probeCurrent T t 0 V x = 1 := congrFun hV x
    have h2 : ∑ q, T x q * (V x - V q) ≤ 0 := Finset.sum_nonpos fun q _ => by
      rcases (hT x q).eq_or_lt with h | h
      · simp [← h]
      · have hq : ¬ Anchored T t q := fun ⟨r, a, hr, ha⟩ =>
          hx ⟨r, a, Relation.ReflTransGen.head h hr, ha⟩
        nlinarith [mul_nonneg h.le (sub_nonneg.mpr (hmin q hq))]
    have h3 : ∑ a, t x a * (V x - (0 : κ → ℝ) a) = 0 := Finset.sum_eq_zero fun a _ => by
      have h : t x a = 0 :=
        le_antisymm (not_lt.mp fun h => hx ⟨x, a, Relation.ReflTransGen.refl, h⟩) (ht x a)
      rw [h, zero_mul]
    rw [probeCurrent, h3] at h1
    linarith
  · intro hA
    have hinj : Function.Injective (conductance T t) := by
      rw [injective_iff_map_eq_zero]
      intro W hW
      funext p
      have h := voltage_between (U := 0) (lo := 0) (hi := 0) hT ht hA
        (fun _ => ⟨le_refl _, le_refl _⟩) (fun p => congrFun hW p) p
      exact le_antisymm h.2 h.1
    -- Injective means surjective here, so the lead-driven current can be balanced.
    obtain ⟨V, hV⟩ := LinearMap.injective_iff_surjective.mp hinj
      (fun p => -probeCurrent T t U 0 p)
    have h1 : ∀ p, conductance T t V p = -probeCurrent T t U 0 p := fun p => congrFun hV p
    refine ⟨V, fun p => ?_, fun V' h' => hinj ?_⟩
    · rw [probeCurrent_eq, h1 p]
      ring
    · funext p
      have h2 : probeCurrent T t U V' p = 0 := h' p
      rw [probeCurrent_eq] at h2
      linarith [h1 p]

/-- Two leads at `VR ≤ VL`: if all transmissions are nonnegative and each probe has positive total
transmission to the leads, the zero-current equations have a unique solution, and every probe
potential lies between `VR` and `VL`. -/
theorem two_lead_probes {tL tR : ι → ℝ} {VL VR : ℝ} (hT : ∀ p q, 0 ≤ T p q)
    (hL : ∀ p, 0 ≤ tL p) (hR : ∀ p, 0 ≤ tR p) (hpos : ∀ p, 0 < tL p + tR p) (hV : VR ≤ VL) :
    (∃! V : ι → ℝ, ∀ p,
      ∑ q, T p q * (V p - V q) + tL p * (V p - VL) + tR p * (V p - VR) = 0) ∧
    ∀ V : ι → ℝ,
      (∀ p, ∑ q, T p q * (V p - V q) + tL p * (V p - VL) + tR p * (V p - VR) = 0) →
      ∀ p, VR ≤ V p ∧ V p ≤ VL := by
  have e : ∀ (V : ι → ℝ) (p : ι), probeCurrent T (fun p => ![tL p, tR p]) ![VL, VR] V p
      = ∑ q, T p q * (V p - V q) + tL p * (V p - VL) + tR p * (V p - VR) := by
    intro V p
    simp [probeCurrent, Fin.sum_univ_two, add_assoc]
  have ht : ∀ (p : ι) (a : Fin 2), 0 ≤ (fun p => ![tL p, tR p]) p a := by
    intro p a
    fin_cases a
    · exact hL p
    · exact hR p
  have hA : ∀ p, Anchored T (fun p => ![tL p, tR p]) p := by
    intro p
    by_cases h : 0 < tL p
    · exact ⟨p, 0, Relation.ReflTransGen.refl, h⟩
    · have h' : 0 < tR p := by linarith [hpos p]
      exact ⟨p, 1, Relation.ReflTransGen.refl, h'⟩
  have hU : ∀ a : Fin 2, VR ≤ ![VL, VR] a ∧ ![VL, VR] a ≤ VL := by
    intro a
    fin_cases a
    · exact ⟨hV, le_refl VL⟩
    · exact ⟨le_refl VR, hV⟩
  constructor
  · have h := (existsUnique_iff_anchored hT ht ![VL, VR]).mpr hA
    simpa only [e] using h
  · intro V h
    exact voltage_between hT ht hA hU (fun p => (e V p).trans (h p))

end

end VoltageProbes
```

```lean
#print axioms VoltageProbes.two_lead_probes
-- 'VoltageProbes.two_lead_probes' depends on axioms: [propext, Classical.choice, Quot.sound]
```

## From the maximum principle to solvability

`probeCurrent_sub` supplies the additivity of `conductance`, whose scaling property is checked directly in its definition, and `probeCurrent_eq` is the splitting \(I=GV+J\). In `voltage_le`, `key` is the term-by-term argument at a highest probe, and `reach` carries it along the chain by induction. `voltage_between` applies this to the negated voltages. For two leads, `two_lead_probes` shows each probe anchored by a chain of zero steps.

The equivalence turns on `LinearMap.injective_iff_surjective`, which holds for a linear map from a finite-dimensional space to itself. This is why `conductance` is built as a linear map from `ι → ℝ` to `ι → ℝ`, with one current for each unknown voltage. Both directions use it to obtain voltages for a prescribed current: the balancing current \(-J\) in one, unit current at every probe in the other. No determinant or explicit inverse is needed.
